# Two of finitely many phases share a chemical potential exactly when no mixture undercuts the midpoint of the line joining them

Take a finite list of phases, each with a fixed composition and energy. Two of them both minimize the grand potential at some common chemical potential if and only if no mixture at the midpoint of their compositions has less energy than the two phases in equal parts. In computed phase diagrams, this decides which pairs of compounds can be joined by a tie line, relative to the listed phases. That the list contains every competing phase of the real material has to be supplied separately.

## Phases, mixtures and chemical potentials

Phase $i$ has composition $x_i\in\mathbb R^n$ and energy $E_i$, both given per atom, or both per formula unit of a host that all phases contain. If the $n$ coordinates are independent atomic fractions, the components of $\mu$ are chemical potential differences relative to the remaining species. A phase with a continuous composition range enters only through finitely many sampled points.

In Lean 4 with Mathlib:

```lean
import Mathlib

open Finset

namespace TieLineCoexistence

variable {ι : Type*} [Fintype ι] {n : ℕ}
```

The grand potential of phase $i$ is $\Phi_i(\mu)=E_i-\mu\cdot x_i$. There is no separate entropy term; at fixed temperature and pressure, $E_i$ may stand for a Gibbs free energy.

```lean
/-- The grand potential `E i - μ · x i` of phase `i` at chemical potential `μ`. -/
def grandPotential (x : ι → Fin n → ℝ) (E : ι → ℝ) (μ : Fin n → ℝ) (i : ι) : ℝ :=
  E i - μ ⬝ᵥ x i
```

`IsStableAt` means a global minimum over the list, with ties allowed.

```lean
/-- Phase `j` has the least grand potential of all phases at chemical potential `μ`. -/
def IsStableAt (x : ι → Fin n → ℝ) (E : ι → ℝ) (μ : Fin n → ℝ) (j : ι) : Prop :=
  ∀ i, grandPotential x E μ j ≤ grandPotential x E μ i
```

`Coexist` asks for one $\mu$ that serves both phases. Other phases may be minimal there too, and $j=k$ is allowed.

```lean
/-- Phases `j` and `k` both minimize the grand potential at a common chemical potential. -/
def Coexist (x : ι → Fin n → ℝ) (E : ι → ℝ) (j k : ι) : Prop :=
  ∃ μ, IsStableAt x E μ j ∧ IsStableAt x E μ k
```

A mixture is a set of phase fractions $w_i\ge 0$ with $\sum_i w_i=1$. Interfacial energy is neglected, so composition and energy are plain averages, $\bar x(w)=\sum_i w_ix_i$ and $\bar E(w)=\sum_i w_iE_i$.

```lean
/-- Phase fractions: nonnegative weights that sum to one. -/
def IsMixture (w : ι → ℝ) : Prop := (∀ i, 0 ≤ w i) ∧ ∑ i, w i = 1

/-- The mean composition of a mixture. -/
def meanComposition (x : ι → Fin n → ℝ) (w : ι → ℝ) : Fin n → ℝ := ∑ i, w i • x i

/-- The mean energy of a mixture. -/
def meanEnergy (E : ι → ℝ) (w : ι → ℝ) : ℝ := ∑ i, w i * E i
```

`NoMixtureBelow x E c e` says that every mixture with $\bar x(w)=c$ has $\bar E(w)\ge e$.

```lean
/-- No mixture of mean composition `c` has mean energy below `e`. -/
def NoMixtureBelow (x : ι → Fin n → ℝ) (E : ι → ℝ) (c : Fin n → ℝ) (e : ℝ) : Prop :=
  ∀ w, IsMixture w → meanComposition x w = c → e ≤ meanEnergy E w
```

## (a) Multipliers for an implied inequality

**Task.** Let $\alpha_i$ ($i\in s$, finite) and $\gamma$ be linear functionals on a real vector space, such that $\gamma(z)\le0$ whenever all $\alpha_i(z)\le0$. Find $u_i\ge0$ with
$$\gamma(z)=\sum_{i\in s}u_i\,\alpha_i(z)\quad\text{for all }z.$$

**Solution.** Use induction on $s$. If $s$ is empty, $\gamma(z)\le0$ and $\gamma(-z)\le0$ give $\gamma=0$.

Now add a functional $\alpha_a$. If the old inequalities already imply $\gamma\le0$, give $\alpha_a$ the coefficient 0. Otherwise some $y$ has $\alpha_i(y)\le0$ for all $i\in s$ but $\gamma(y)>0$. Then $\alpha_a(y)>0$, since otherwise the hypothesis would force $\gamma(y)\le0$. Put
$$Pz=z-\frac{\alpha_a(z)}{\alpha_a(y)}\,y,\qquad \alpha_a(Pz)=0.$$
If $\alpha_i(Pz)\le0$ for $i\in s$, the hypothesis gives $\gamma(Pz)\le0$. The induction hypothesis for $\alpha_i\circ P$ and $\gamma\circ P$ yields $\gamma(Pz)=\sum_{i\in s}u_i\alpha_i(Pz)$. Expanding,
$$\gamma(z)=\sum_{i\in s}u_i\alpha_i(z)+\frac{\gamma(y)-\sum_{i\in s}u_i\alpha_i(y)}{\alpha_a(y)}\,\alpha_a(z),$$
and the last coefficient is positive.

In the code, `hext` attaches the new coefficient, and the second use of `ih` is the projected problem.

```lean
/-- Farkas' lemma: if finitely many linear inequalities `α i z ≤ 0` imply `γ z ≤ 0`, then `γ`
is a combination of the `α i` with nonnegative coefficients. -/
theorem farkas {κ W : Type*} [AddCommGroup W] [Module ℝ W] (s : Finset κ) :
    ∀ (α : κ → W →ₗ[ℝ] ℝ) (γ : W →ₗ[ℝ] ℝ),
      (∀ z, (∀ i ∈ s, α i z ≤ 0) → γ z ≤ 0) →
      ∃ u : κ → ℝ, (∀ i, 0 ≤ u i) ∧ ∀ z, γ z = ∑ i ∈ s, u i * α i z := by
  classical
  induction s using Finset.induction_on with
  | empty =>
    intro α γ h
    refine ⟨0, fun _ => le_rfl, fun z => ?_⟩
    have h1 := h z (by simp)
    have h2 := h (-z) (by simp)
    rw [map_neg] at h2
    rw [Finset.sum_empty]
    linarith
  | insert a s ha ih =>
    intro α γ h
    -- a coefficient `c` for the new inequality extends the old coefficients
    have hext : ∀ (c : ℝ) (u : κ → ℝ), 0 ≤ c → (∀ i, 0 ≤ u i) →
        (∀ z, γ z = c * α a z + ∑ i ∈ s, u i * α i z) →
        ∃ u : κ → ℝ, (∀ i, 0 ≤ u i) ∧ ∀ z, γ z = ∑ i ∈ insert a s, u i * α i z := by
      intro c u hc hu hz
      refine ⟨fun i => if i = a then c else u i, fun i => ?_, fun z => ?_⟩
      · dsimp only
        split_ifs
        exacts [hc, hu i]
      · show γ z = ∑ i ∈ insert a s, (if i = a then c else u i) * α i z
        have hsum : ∑ i ∈ s, (if i = a then c else u i) * α i z = ∑ i ∈ s, u i * α i z :=
          Finset.sum_congr rfl fun i hi => by rw [if_neg (ne_of_mem_of_not_mem hi ha)]
        rw [Finset.sum_insert ha, hsum, if_pos rfl]
        exact hz z
    by_cases hs : ∀ z, (∀ i ∈ s, α i z ≤ 0) → γ z ≤ 0
    · obtain ⟨u, hu, hz⟩ := ih α γ hs
      exact hext 0 u le_rfl hu fun z => by rw [zero_mul, zero_add]; exact hz z
    · obtain ⟨y, hy'⟩ := not_forall.1 hs
      obtain ⟨hy, hγ'⟩ := Classical.not_imp.1 hy'
      have hγ : 0 < γ y := not_le.1 hγ'
      have hay : 0 < α a y := by
        by_contra hn
        refine hγ' (h y fun i hi => ?_)
        rcases Finset.mem_insert.1 hi with h1 | h1
        · rw [h1]; exact not_lt.1 hn
        · exact hy i h1
      -- project along `y` onto the kernel of the new functional
      obtain ⟨u, hu, hz⟩ := ih (fun i => α i - (α i y / α a y) • α a)
        (γ - (γ y / α a y) • α a) (by
          intro z hz
          have key := h (z - (α a z / α a y) • y) (by
            intro i hi
            rcases Finset.mem_insert.1 hi with h1 | h1
            · exact le_of_eq (by
                rw [h1, map_sub, map_smul, smul_eq_mul, div_mul_cancel₀ _ hay.ne', sub_self])
            · have h2 := hz i h1
              simp only [LinearMap.sub_apply, LinearMap.smul_apply, smul_eq_mul] at h2
              rw [map_sub, map_smul, smul_eq_mul]
              linear_combination h2)
          rw [map_sub, map_smul, smul_eq_mul] at key
          simp only [LinearMap.sub_apply, LinearMap.smul_apply, smul_eq_mul]
          linear_combination key)
      refine hext (γ y / α a y - ∑ i ∈ s, u i * (α i y / α a y)) u ?_ hu fun z => ?_
      · have h1 : ∑ i ∈ s, u i * (α i y / α a y) ≤ 0 := Finset.sum_nonpos fun i hi =>
          mul_nonpos_iff.2 (Or.inl ⟨hu i, div_nonpos_of_nonpos_of_nonneg (hy i hi) hay.le⟩)
        have h2 := div_pos hγ hay
        linarith
      · have e := hz z
        simp only [LinearMap.sub_apply, LinearMap.smul_apply, smul_eq_mul, mul_sub,
          Finset.sum_sub_distrib] at e
        have f : ∑ i ∈ s, u i * (α i y / α a y * α a z)
            = (∑ i ∈ s, u i * (α i y / α a y)) * α a z := by
          rw [Finset.sum_mul]
          exact Finset.sum_congr rfl fun i _ => by ring
        rw [f] at e
        linear_combination e
```

## (b) A supporting plane through a composition and energy

**Task.** Suppose no mixture at composition $c$ has energy below $e$. Find $\mu$ with
$$e-\mu\cdot c\le\Phi_i(\mu)\quad\text{for all }i.$$

**Solution.** Suppose there is none. For $(v,t)\in\mathbb R^n\times\mathbb R$ set
$$\alpha_i(v,t)=v\cdot(x_i-c)-t(E_i-e),\qquad\gamma(v,t)=t.$$
If all $\alpha_i(v,t)\le0$ with $t>0$, then $\mu=v/t$ would do the job. So these inequalities imply $t\le0$, and (a) gives $u_i\ge0$ with $t=\sum_iu_i\alpha_i(v,t)$. Inserting $(0,1)$, and then each unit vector with $t=0$, gives
$$\sum_iu_i(E_i-e)=-1,\qquad\sum_iu_i(x_i-c)=0.$$
The first equation excludes all $u_i=0$, so $S=\sum_iu_i>0$. The weights $u_i/S$ form a mixture at $c$ with energy $e-1/S<e$, a contradiction.

The two equations are `hE` and `hX`, `hS` is $S>0$, and `hlow` applies the hypothesis to the normalized weights. The argument also holds for $c$ at the edge of the reachable compositions.

```lean
/-- If no mixture of composition `c` has energy below `e`, some chemical potential `μ` gives
every phase a grand potential of at least `e - μ · c`. -/
theorem exists_supporting_potential (x : ι → Fin n → ℝ) (E : ι → ℝ) (c : Fin n → ℝ) (e : ℝ)
    (h : NoMixtureBelow x E c e) : ∃ μ, ∀ i, e - μ ⬝ᵥ c ≤ grandPotential x E μ i := by
  by_contra hno
  let α : ι → ((Fin n → ℝ) × ℝ) →ₗ[ℝ] ℝ := fun i =>
    { toFun := fun z => z.1 ⬝ᵥ (x i - c) - z.2 * (E i - e)
      map_add' := by
        intro a b
        simp only [Prod.fst_add, Prod.snd_add, add_dotProduct]
        ring
      map_smul' := by
        intro r a
        simp only [Prod.smul_fst, Prod.smul_snd, smul_dotProduct, smul_eq_mul, RingHom.id_apply]
        ring }
  obtain ⟨u, hu, hz⟩ := farkas univ α (LinearMap.snd ℝ (Fin n → ℝ) ℝ) (by
    intro z hz
    by_contra ht'
    have ht : 0 < z.2 := not_le.1 ht'
    refine hno ⟨z.2⁻¹ • z.1, fun i => ?_⟩
    have hi : z.1 ⬝ᵥ (x i - c) - z.2 * (E i - e) ≤ 0 := hz i (mem_univ i)
    rw [dotProduct_sub] at hi
    simp only [grandPotential, smul_dotProduct, smul_eq_mul]
    have h1 : z.2⁻¹ * z.2 = 1 := inv_mul_cancel₀ ht.ne'
    have h2 := mul_nonpos_iff.2 (Or.inl ⟨(inv_pos.2 ht).le, hi⟩)
    have h3 : z.2⁻¹ * (z.1 ⬝ᵥ x i - z.1 ⬝ᵥ c - z.2 * (E i - e))
        = z.2⁻¹ * (z.1 ⬝ᵥ x i) - z.2⁻¹ * (z.1 ⬝ᵥ c) - (E i - e) := by
      linear_combination (-(E i - e)) * h1
    rw [h3] at h2
    linarith)
  -- the multipliers `u`, once normalized, are a mixture of composition `c` below `e`
  have hE : (1 : ℝ) = ∑ i, u i * ((0 : Fin n → ℝ) ⬝ᵥ (x i - c) - 1 * (E i - e)) := hz (0, 1)
  simp only [zero_dotProduct, zero_sub, one_mul, mul_neg, mul_sub, Finset.sum_neg_distrib,
    Finset.sum_sub_distrib, ← Finset.sum_mul] at hE
  have hX : ∀ a, ∑ i, u i * x i a = (∑ i, u i) * c a := by
    intro a
    have h0 : (0 : ℝ) = ∑ i, u i * ((Pi.single a 1 : Fin n → ℝ) ⬝ᵥ (x i - c)
      - 0 * (E i - e)) := hz (Pi.single a 1, 0)
    simp only [single_dotProduct, one_mul, zero_mul, sub_zero, Pi.sub_apply, mul_sub,
      Finset.sum_sub_distrib, ← Finset.sum_mul] at h0
    linarith
  have hS : 0 < ∑ i, u i := by
    refine lt_of_le_of_ne (Finset.sum_nonneg fun i _ => hu i) fun h0 => ?_
    have hu0 := (Finset.sum_eq_zero_iff_of_nonneg fun i _ => hu i).1 h0.symm
    have h1 : ∑ i, u i * E i = 0 :=
      Finset.sum_eq_zero fun i hi => by rw [hu0 i hi, zero_mul]
    rw [h1, ← h0] at hE
    norm_num at hE
  have hdiv : ∀ f : ι → ℝ, ∑ i, u i / (∑ l, u l) * f i = (∑ i, u i * f i) / ∑ l, u l := by
    intro f
    rw [Finset.sum_div]
    exact Finset.sum_congr rfl fun i _ => by ring
  have hlow := h (fun i => u i / ∑ l, u l)
    ⟨fun i => div_nonneg (hu i) hS.le, by rw [← Finset.sum_div, div_self hS.ne']⟩ (by
      funext a
      simp only [meanComposition, Finset.sum_apply, Pi.smul_apply, smul_eq_mul]
      rw [hdiv fun i => x i a, hX a, mul_div_cancel_left₀ _ hS.ne'])
  rw [meanEnergy, hdiv E, le_div_iff₀ hS] at hlow
  linarith
```

## (c) A bound that survives mixing

**Task.** If $g\le\Phi_i(\mu)$ for all $i$, show for every mixture $w$ that
$$g\le\bar E(w)-\mu\cdot\bar x(w).$$

**Solution.** By linearity the right side is $\sum_iw_i\Phi_i(\mu)\ge g\sum_iw_i=g$. The code proves the equality as `h1`, and the `calc` block gives the bound.

```lean
/-- If every phase has grand potential at least `g`, so does every mixture. -/
theorem le_mixture_potential (x : ι → Fin n → ℝ) (E : ι → ℝ) (μ : Fin n → ℝ) (g : ℝ)
    (hg : ∀ i, g ≤ grandPotential x E μ i) (w : ι → ℝ) (hw : IsMixture w) :
    g ≤ meanEnergy E w - μ ⬝ᵥ meanComposition x w := by
  have h1 : meanEnergy E w - μ ⬝ᵥ meanComposition x w = ∑ i, w i * grandPotential x E μ i := by
    simp only [meanEnergy, meanComposition, grandPotential, dotProduct_sum, dotProduct_smul,
      smul_eq_mul, mul_sub, Finset.sum_sub_distrib]
  rw [h1]
  calc g = ∑ i, w i * g := by rw [← Finset.sum_mul, hw.2, one_mul]
    _ ≤ _ := Finset.sum_le_sum fun i _ => mul_le_mul_of_nonneg_left (hg i) (hw.1 i)
```

## (d) One interior point of the tie line

**Task.** Here the tie line means the straight segment from $(x_j,E_j)$ to $(x_k,E_k)$, whether or not the two phases coexist. Fix $0<t<1$. Show that $j$ and $k$ coexist if and only if
$$\bar x(w)=(1-t)x_j+tx_k\ \Longrightarrow\ \bar E(w)\ge(1-t)E_j+tE_k$$
for every mixture $w$.

**Solution.** If they coexist at $\mu$, then $\Phi_j=\Phi_k=g$ is minimal. By (c),
$$\bar E(w)\ge g+\mu\cdot\bar x(w)=(1-t)E_j+tE_k.$$
Conversely, (b) supplies $\mu$ with
$$(1-t)\Phi_j+t\Phi_k\le\Phi_i\quad\text{for all }i.$$
Taking $i=j$ gives $\Phi_k\le\Phi_j$, because $t>0$; taking $i=k$ gives $\Phi_j\le\Phi_k$, because $t<1$. The two are equal, so the left side is their common value, and both are minimal. These steps are `key`, `hkj` and `hjk`.

```lean
/-- Two phases coexist if and only if no mixture lies below their tie line at any one chosen
interior point, with phase fractions `1 - t` and `t`, `0 < t < 1`. -/
theorem coexist_iff_tie_line (x : ι → Fin n → ℝ) (E : ι → ℝ) (j k : ι) (t : ℝ)
    (ht0 : 0 < t) (ht1 : t < 1) :
    Coexist x E j k ↔
      NoMixtureBelow x E ((1 - t) • x j + t • x k) ((1 - t) * E j + t * E k) := by
  constructor
  · rintro ⟨μ, hj, hk⟩ w hw hc
    have b := le_mixture_potential x E μ _ hj w hw
    have heq := le_antisymm (hj k) (hk j)
    rw [hc, dotProduct_add, dotProduct_smul, dotProduct_smul, smul_eq_mul, smul_eq_mul] at b
    simp only [grandPotential] at b heq
    linear_combination b - t * heq
  · intro h
    obtain ⟨μ, hμ⟩ := exists_supporting_potential x E _ _ h
    -- the average grand potential of the two ends is a lower bound for all phases
    have key : ∀ i, (1 - t) * grandPotential x E μ j + t * grandPotential x E μ k
        ≤ grandPotential x E μ i := by
      intro i
      have h1 := hμ i
      rw [dotProduct_add, dotProduct_smul, dotProduct_smul, smul_eq_mul, smul_eq_mul] at h1
      simp only [grandPotential] at h1 ⊢
      linear_combination h1
    have hkj : grandPotential x E μ k ≤ grandPotential x E μ j :=
      le_of_mul_le_mul_left (by linarith [key j]) ht0
    have hjk : grandPotential x E μ j ≤ grandPotential x E μ k :=
      le_of_mul_le_mul_left (by linarith [key k]) (sub_pos.2 ht1)
    have heq := le_antisymm hjk hkj
    exact ⟨μ, fun i => by linear_combination key i + t * heq,
      fun i => by linear_combination key i + (t - 1) * heq⟩
```

## (e) The midpoint criterion

**Task.** Show that $j$ and $k$ coexist if and only if
$$\bar x(w)=\tfrac12(x_j+x_k)\ \Longrightarrow\ \bar E(w)\ge\tfrac12(E_j+E_k)$$
for every mixture $w$.

**Solution.** Set $t=\tfrac12$ in (d); the code then only rewrites the two averages.

In a calculation, one can minimize $\sum_iw_iE_i$ by linear programming, subject to $w_i\ge0$, $\sum_iw_i=1$ and the midpoint composition. The equal mixture of $j$ and $k$ is admissible, so the minimum is at most $\tfrac12(E_j+E_k)$. Equality means coexistence, and the multipliers of the composition constraints then give a suitable $\mu$.

For $j=k$, the criterion says that a phase is stable at some $\mu$ exactly when no mixture at its own composition has lower energy.

```lean
/-- Two phases minimize the grand potential at a common chemical potential if and only if no
mixture at the midpoint of their compositions has energy below the mean of their energies. -/
theorem coexist_iff_midpoint (x : ι → Fin n → ℝ) (E : ι → ℝ) (j k : ι) :
    Coexist x E j k ↔ NoMixtureBelow x E ((1 / 2 : ℝ) • (x j + x k)) ((E j + E k) / 2) := by
  have h := coexist_iff_tie_line x E j k (1 / 2) (by norm_num) (by norm_num)
  have hx : (1 - 1 / 2 : ℝ) • x j + (1 / 2 : ℝ) • x k = (1 / 2 : ℝ) • (x j + x k) := by module
  have hE : (1 - 1 / 2 : ℝ) * E j + 1 / 2 * E k = (E j + E k) / 2 := by ring
  rw [hx, hE] at h
  exact h
```

## (f) Mixtures of any number of phases

**Task.** Show that a mixture $p$ has the least energy at its composition if and only if there is a $\mu$ with
$$p_j>0\ \Longrightarrow\ \Phi_j(\mu)=\min_i\Phi_i(\mu).$$

**Solution.** For any $\mu$, let $g=\bar E(p)-\mu\cdot\bar x(p)=\sum_ip_i\Phi_i$. If $p$ has least energy, (b) gives a $\mu$ with $g\le\Phi_i$ for all $i$. The nonnegative terms $p_i(\Phi_i-g)$ sum to zero, so each vanishes, and $\Phi_j=g$ whenever $p_j>0$.

Conversely, if all phases present are minimal, then $g=\sum_jp_j\Phi_j\le\Phi_i$ for every $i$. For a mixture $w$ of the same composition, (c) gives $\bar E(w)\ge g+\mu\cdot\bar x(p)=\bar E(p)$.

```lean
/-- A mixture has the least energy at its composition if and only if all phases present in it
minimize the grand potential at a common chemical potential. -/
theorem mixture_stable_iff (x : ι → Fin n → ℝ) (E : ι → ℝ) (p : ι → ℝ) (hp : IsMixture p) :
    NoMixtureBelow x E (meanComposition x p) (meanEnergy E p) ↔
      ∃ μ, ∀ j, 0 < p j → IsStableAt x E μ j := by
  have hsum : ∀ μ, meanEnergy E p - μ ⬝ᵥ meanComposition x p
      = ∑ i, p i * grandPotential x E μ i := by
    intro μ
    simp only [meanEnergy, meanComposition, grandPotential, dotProduct_sum, dotProduct_smul,
      smul_eq_mul, mul_sub, Finset.sum_sub_distrib]
  constructor
  · intro h
    obtain ⟨μ, hμ⟩ := exists_supporting_potential x E _ _ h
    refine ⟨μ, fun j hj i => ?_⟩
    -- the nonnegative excess potentials average to zero, so each phase present has none
    have h0 : ∑ i, p i * (grandPotential x E μ i
        - (meanEnergy E p - μ ⬝ᵥ meanComposition x p)) = 0 := by
      simp only [mul_sub (p _) (grandPotential x E μ _), Finset.sum_sub_distrib]
      rw [← Finset.sum_mul, hp.2, one_mul, hsum μ, sub_self]
    have h1 := (Finset.sum_eq_zero_iff_of_nonneg fun i _ =>
      mul_nonneg (hp.1 i) (sub_nonneg.2 (hμ i))).1 h0 j (mem_univ j)
    have h2 := (mul_eq_zero.1 h1).resolve_left hj.ne'
    linarith [hμ i]
  · rintro ⟨μ, hμ⟩ w hw hc
    have hg : ∀ i, meanEnergy E p - μ ⬝ᵥ meanComposition x p ≤ grandPotential x E μ i := by
      intro i
      rw [hsum μ]
      calc ∑ j, p j * grandPotential x E μ j ≤ ∑ j, p j * grandPotential x E μ i := by
            refine Finset.sum_le_sum fun j _ => ?_
            rcases (hp.1 j).eq_or_lt with h0 | h0
            · rw [← h0, zero_mul, zero_mul]
            · exact mul_le_mul_of_nonneg_left (hμ j h0 i) h0.le
        _ = grandPotential x E μ i := by rw [← Finset.sum_mul, hp.2, one_mul]
    have b := le_mixture_potential x E μ _ hg w hw
    rw [hc] at b
    linarith
```

## (g) Stable phases that do not coexist

**Task.** Phases 0, 1, 2 have scalar compositions $0,1,2$, say guest atoms per formula unit of a host, and energies $0,-1,0$ per host unit. Show that phases 0 and 2 are each stable at some $\mu$, but that no $\mu$ satisfies
$$\Phi_0(\mu)\le\Phi_1(\mu)\quad\text{and}\quad\Phi_2(\mu)\le\Phi_1(\mu).$$

**Solution.** At $\mu=-1$ the grand potentials are $0,0,2$, so phase 0 is stable. At $\mu=1$ they are $0,-2,-2$, so phase 2 is stable. The two inequalities read $0\le-1-\mu$ and $-2\mu\le-1-\mu$, that is, $\mu\le-1$ and $\mu\ge1$, which is impossible. The code compares each outer phase with phase 1 in the same way.

```lean
/-- For compositions 0, 1, 2 and energies 0, -1, 0, each outer phase is stable at some chemical
potential, but the two outer phases do not coexist. -/
theorem stable_without_coexistence :
    let x : Fin 3 → Fin 1 → ℝ := ![![0], ![1], ![2]]
    let E : Fin 3 → ℝ := ![0, -1, 0]
    (∃ μ, IsStableAt x E μ 0) ∧ (∃ μ, IsStableAt x E μ 2) ∧ ¬ Coexist x E 0 2 := by
  intro x E
  refine ⟨⟨![-1], fun i => ?_⟩, ⟨![1], fun i => ?_⟩, ?_⟩
  · fin_cases i <;> norm_num [x, E, grandPotential, dotProduct]
  · fin_cases i <;> simp [x, E, grandPotential, dotProduct]
    norm_num
  · rintro ⟨μ, h0, h2⟩
    have a := h0 1
    have b := h2 1
    simp [x, E, grandPotential, dotProduct] at a b
    linarith

end TieLineCoexistence
```

```lean
#print axioms TieLineCoexistence.coexist_iff_midpoint
#print axioms TieLineCoexistence.mixture_stable_iff
#print axioms TieLineCoexistence.stable_without_coexistence
```

```
'TieLineCoexistence.coexist_iff_midpoint' depends on axioms: [propext, Classical.choice, Quot.sound]
'TieLineCoexistence.mixture_stable_iff' depends on axioms: [propext, Classical.choice, Quot.sound]
'TieLineCoexistence.stable_without_coexistence' depends on axioms: [propext, Classical.choice, Quot.sound]
```
